# The Frobenius-nearest circulant to a real symmetric matrix is symmetric and stays within its spectral range

## Wrapped diagonals and their means

Let $A$ be a real symmetric matrix whose entry $A_{ij}$ couples sites $i$ and $j$ of a periodic grid, as in a linear system $Ax=b$ that an electronic-structure code solves iteratively. A circulant matrix is one whose entries depend only on the displacement $i-j$, taken around the periodic grid. A circulant preconditioner puts such a matrix $C$ in place of $A$ in the auxiliary solves $Cz=r$, where $r$ is the current residual, because fast Fourier transforms make these solves cheap. Two questions arise: which circulant is nearest to $A$, and can the replacement produce eigenvalues outside the range of those of $A$?

The sites are the elements of a finite commutative group $G$, written additively, with $n=|G|$ (`Fintype.card G`). A ring of $n\ge 1$ sites is `ZMod n`, where differences are taken modulo $n$; products of such groups give periodic grids in two or three dimensions.

```lean
import Mathlib

open Matrix ComplexConjugate

namespace OptimalCirculantPreconditioner

noncomputable section

variable {G : Type*} [AddCommGroup G] [Fintype G]
```

The wrapped diagonal with displacement $k$ consists of the $n$ entries $A_{j+k,\,j}$. Their mean is
$$c_k=\frac1n\sum_j A_{j+k,\,j}.$$

```lean
/-- The mean of the entries of `A` on the wrapped diagonal `i - j = k`. For `G = ZMod n` the
difference is taken modulo `n`; for a product of such groups the sites form a periodic grid. -/
def wrappedMean (A : Matrix G G ℝ) (k : G) : ℝ :=
  (∑ j, A (j + k) j) / Fintype.card G
```

The candidate preconditioner is $C_{ij}=c_{i-j}$. In Mathlib, `circulant v` has entry $v_{i-j}$ at $(i,j)$, so $v$ is its first column; some textbooks use the first row.

```lean
/-- The circulant matrix whose entry at `(i, j)` is the mean of `A` over the wrapped diagonal
through `(i, j)`. -/
def optimalCirculant (A : Matrix G G ℝ) : Matrix G G ℝ :=
  circulant (wrappedMean A)
```

Distance is measured by the Frobenius norm. The function `frobSq` is its square, $\|M\|_F^2=\sum_{ij}M_{ij}^2$.

```lean
/-- The squared Frobenius norm, the sum of the squares of all entries. -/
def frobSq (M : Matrix G G ℝ) : ℝ := ∑ i, ∑ j, M i j ^ 2
```

## The mean minimises the distance on each diagonal

For fixed $j$, the substitution $i=j+k$ runs over every site once. Hence, for any function $f$ of two sites,
$$\sum_i\sum_j f(i,j)=\sum_j\sum_k f(j+k,j)=\sum_k\sum_j f(j+k,j).$$
In Lean the substitution is the bijection `Equiv.addLeft j`.

```lean
/-- A sum over all matrix positions can be taken one wrapped diagonal at a time. -/
theorem sum_diagonals {R : Type*} [AddCommMonoid R] (f : G → G → R) :
    ∑ i, ∑ j, f i j = ∑ k, ∑ j, f (j + k) j :=
  calc ∑ i, ∑ j, f i j = ∑ j, ∑ i, f i j := Finset.sum_comm
    _ = ∑ j, ∑ k, f (j + k) j := Finset.sum_congr rfl fun j _ =>
        (Equiv.sum_comp (Equiv.addLeft j) (fun i => f i j)).symm
    _ = ∑ k, ∑ j, f (j + k) j := Finset.sum_comm
```

Multiplying the definition of the mean by $n$ gives $n\,c_k=\sum_j A_{j+k,\,j}$.

```lean
/-- The number of sites times the mean of a wrapped diagonal is the sum of its entries. -/
theorem card_mul_wrappedMean (A : Matrix G G ℝ) (k : G) :
    (Fintype.card G : ℝ) * wrappedMean A k = ∑ j, A (j + k) j := by
  have hn : (Fintype.card G : ℝ) ≠ 0 := Nat.cast_ne_zero.mpr Fintype.card_ne_zero
  unfold wrappedMean
  field_simp
```

Let $V_{ij}=v_{i-j}$ be any real circulant. On the diagonal $k$, write
$$A_{j+k,\,j}-v_k=(A_{j+k,\,j}-c_k)+(c_k-v_k).$$
After squaring and summing over $j$, the cross term is
$$2(c_k-v_k)\sum_j(A_{j+k,\,j}-c_k)=2(c_k-v_k)(n c_k-n c_k)=0.$$
Summing over $k$ leaves a Pythagorean identity,
$$\|A-V\|_F^2=\|A-C\|_F^2+\|C-V\|_F^2.$$
In the proof, `hd` rewrites the three norms diagonal by diagonal, `h` is the vanishing sum of deviations, and `h2` is the expanded square. Symmetry of $A$ is not used.

```lean
/-- Pythagoras for circulants: the squared distance from `A` to any circulant is the squared
distance from `A` to its optimal circulant plus that between the two circulants. -/
theorem frobSq_pythagoras (A : Matrix G G ℝ) (v : G → ℝ) :
    frobSq (A - circulant v) =
      frobSq (A - optimalCirculant A) + frobSq (optimalCirculant A - circulant v) := by
  have hd : ∀ M : Matrix G G ℝ, frobSq M = ∑ k, ∑ j, M (j + k) j ^ 2 :=
    fun M => sum_diagonals (fun i j => M i j ^ 2)
  rw [hd, hd, hd, ← Finset.sum_add_distrib]
  refine Finset.sum_congr rfl fun k _ => ?_
  simp only [optimalCirculant, Matrix.sub_apply, circulant_apply, add_sub_cancel_left]
  -- deviations from the mean cancel along the diagonal
  have h : ∑ j, (A (j + k) j - wrappedMean A k) = 0 := by
    rw [Finset.sum_sub_distrib, Finset.sum_const, Finset.card_univ, nsmul_eq_mul,
      card_mul_wrappedMean, sub_self]
  have h2 : ∑ j, (A (j + k) j - v k) ^ 2 = ∑ j, ((A (j + k) j - wrappedMean A k) ^ 2
      + (wrappedMean A k - v k) ^ 2
      + 2 * (wrappedMean A k - v k) * (A (j + k) j - wrappedMean A k)) :=
    Finset.sum_congr rfl fun j _ => by ring
  rw [h2, Finset.sum_add_distrib, Finset.sum_add_distrib, ← Finset.mul_sum, h, mul_zero,
    add_zero]
```

## The quadratic form as an average over translations

Let $(T_kx)_i=x_{i+k}$ be the translate of a real vector $x$, and let $R_d=\sum_t x_{t+d}\,x_t$ be its autocorrelation. Since $C$ is constant along diagonals,
$$x^{\mathsf T}Cx=\sum_d\sum_s x_{s+d}\,c_d\,x_s=\sum_d c_dR_d.$$
For $A$, sum over all translates and substitute $t=s+k$:
$$\sum_k (T_kx)^{\mathsf T}A\,(T_kx)=\sum_d\sum_s A_{s+d,\,s}\sum_k x_{s+d+k}\,x_{s+k}=\sum_d R_d\sum_s A_{s+d,\,s}=n\sum_d c_dR_d.$$
Therefore
$$x^{\mathsf T}Cx=\frac1n\sum_k (T_kx)^{\mathsf T}A\,(T_kx).$$
The proof writes both quadratic forms by diagonals (`hq`), then extracts the autocorrelation for $A$ (`h1`) and for $C$ (`h2`).

```lean
/-- The quadratic form of the optimal circulant at `x` is the average of the quadratic form
of `A` over all translates of `x`. -/
theorem quadForm_eq_average (A : Matrix G G ℝ) (x : G → ℝ) :
    x ⬝ᵥ optimalCirculant A *ᵥ x =
      (∑ k, (fun i => x (i + k)) ⬝ᵥ A *ᵥ (fun i => x (i + k))) / Fintype.card G := by
  have hn : (Fintype.card G : ℝ) ≠ 0 := Nat.cast_ne_zero.mpr Fintype.card_ne_zero
  have hq : ∀ (M : Matrix G G ℝ) (y : G → ℝ),
      y ⬝ᵥ M *ᵥ y = ∑ d, ∑ s, y (s + d) * M (s + d) s * y s := by
    intro M y
    refine Eq.trans ?_ (sum_diagonals (fun i j => y i * M i j * y j))
    simp only [dotProduct, Matrix.mulVec, Finset.mul_sum, mul_assoc]
  rw [eq_div_iff hn]
  simp only [hq]
  rw [Finset.sum_mul]
  refine Eq.trans ?_ Finset.sum_comm
  refine Finset.sum_congr rfl fun d _ => ?_
  refine Eq.trans ?_ Finset.sum_comm
  -- the autocorrelation of `x` at distance `d` does not depend on the starting site
  have h1 : ∀ s, ∑ k, x (s + d + k) * A (s + d) s * x (s + k) =
      A (s + d) s * ∑ t, x (t + d) * x t := by
    intro s
    rw [← Equiv.sum_comp (Equiv.addLeft s) (fun t => x (t + d) * x t), Finset.mul_sum]
    refine Finset.sum_congr rfl fun k _ => ?_
    simp only [Equiv.coe_addLeft]
    rw [add_right_comm s d k]
    ring
  have h2 : ∑ j, x (j + d) * optimalCirculant A (j + d) j * x j =
      wrappedMean A d * ∑ t, x (t + d) * x t := by
    rw [Finset.mul_sum]
    refine Finset.sum_congr rfl fun j _ => ?_
    simp only [optimalCirculant, circulant_apply, add_sub_cancel_left]
    ring
  simp only [h1]
  rw [h2, ← Finset.sum_mul, ← card_mul_wrappedMean]
  ring
```

## Symmetry and positive definiteness carry over

Opposite diagonals of a symmetric matrix have equal means. With $s=t+k$,
$$c_{-k}=\frac1n\sum_s A_{s-k,\,s}=\frac1n\sum_t A_{t,\,t+k}=\frac1n\sum_t A_{t+k,\,t}=c_k,$$
so $C_{ji}=C_{ij}$. The Lean proof does this with $k=i-j$.

```lean
/-- The optimal circulant of a symmetric matrix is symmetric. -/
theorem optimalCirculant_isSymm {A : Matrix G G ℝ} (hA : A.IsSymm) :
    (optimalCirculant A).IsSymm := by
  refine Matrix.IsSymm.ext fun i j => ?_
  change wrappedMean A (j - i) = wrappedMean A (i - j)
  unfold wrappedMean
  congr 1
  rw [← Equiv.sum_comp (Equiv.addRight (i - j)) (fun s => A (s + (j - i)) s)]
  refine Finset.sum_congr rfl fun t _ => ?_
  have ht : t + (i - j) + (j - i) = t := by abel
  simp only [Equiv.coe_addRight, ht]
  exact hA.apply _ _
```

Now let $A$ be positive definite, which in Mathlib's `PosDef` includes symmetry. If $x\neq0$, every translate $T_kx$ is nonzero, so every term in the average is positive, and so is $x^{\mathsf T}Cx$. The preconditioner is then invertible, and it meets the positivity requirement of the conjugate gradient method.

```lean
/-- The optimal circulant of a positive definite matrix is positive definite. -/
theorem optimalCirculant_posDef {A : Matrix G G ℝ} (hA : A.PosDef) :
    (optimalCirculant A).PosDef := by
  have hS : A.IsSymm := by
    have h := hA.isHermitian.eq
    rwa [conjTranspose_eq_transpose_of_trivial] at h
  rw [posDef_iff_dotProduct_mulVec]
  refine ⟨?_, fun x hx => ?_⟩
  · rw [Matrix.IsHermitian, conjTranspose_eq_transpose_of_trivial]
    exact optimalCirculant_isSymm hS
  · rw [star_trivial, quadForm_eq_average]
    refine div_pos (Finset.sum_pos (fun k _ => ?_) Finset.univ_nonempty)
      (Nat.cast_pos.mpr Fintype.card_pos)
    have hk : (fun i => x (i + k)) ≠ 0 := fun h => hx (funext fun i => by
      simpa using congrFun h (i - k))
    simpa only [star_trivial] using hA.dotProduct_mulVec_pos hk
```

## Plane waves diagonalise the preconditioner

A plane wave on the grid is a character $\chi$ of $G$, a map to the complex numbers with $\chi(i+j)=\chi(i)\chi(j)$ and $\chi(0)=1$. On a ring it has the form $\chi(j)=e^{2\pi\mathrm{i}mj/n}$ with integer $m$. Substituting $j=i-k$,
$$(C\chi)_i=\sum_j c_{i-j}\,\chi(j)=\sum_k c_k\,\chi(i-k)=\Big(\sum_k c_k\,\chi(-k)\Big)\chi(i).$$
Since $\overline{\chi(j+k)}\,\chi(j)=\chi(-k)$, the eigenvalue can be read off from $A$:
$$\sum_k c_k\,\chi(-k)=\frac1n\sum_{i,j}\overline{\chi(i)}\,A_{ij}\,\chi(j).$$
The wave in the code is unnormalised, with squared norm $n$, so this number is the expectation value of $A$ in the normalised wave $\chi/\sqrt n$. For a non-interacting one-particle grid Hamiltonian with a translation-invariant kinetic part and a local potential, it is the kinetic energy of the wave plus the mean potential.

In Lean, `map` turns the real entries of $C$ into complex ones, `h1` evaluates the double sum, and `Equiv.subLeft i` is the substitution $j=i-k$. The theorem holds for any real $A$.

```lean
/-- Every plane wave `χ` on the periodic grid is an eigenvector of the optimal circulant, and
its eigenvalue is the Rayleigh quotient of `A` in that wave. -/
theorem optimalCirculant_planeWave (A : Matrix G G ℝ) (χ : AddChar G ℂ) :
    (optimalCirculant A).map (fun a => (a : ℂ)) *ᵥ (fun i => χ i) =
      ((∑ i, ∑ j, conj (χ i) * (A i j : ℂ) * χ j) / (Fintype.card G : ℂ)) •
        (fun i => χ i) := by
  have hn : (Fintype.card G : ℂ) ≠ 0 := Nat.cast_ne_zero.mpr Fintype.card_ne_zero
  have h1 : ∑ i, ∑ j, conj (χ i) * (A i j : ℂ) * χ j =
      ∑ k, (Fintype.card G : ℂ) * (wrappedMean A k : ℂ) * χ (-k) := by
    refine (sum_diagonals _).trans (Finset.sum_congr rfl fun k _ => ?_)
    have hm : (Fintype.card G : ℂ) * (wrappedMean A k : ℂ) = ∑ j, (A (j + k) j : ℂ) := by
      exact_mod_cast card_mul_wrappedMean A k
    rw [hm, Finset.sum_mul]
    refine Finset.sum_congr rfl fun j _ => ?_
    have hk : -k = -(j + k) + j := by abel
    have hχ : χ (-k) = conj (χ (j + k)) * χ j := by
      rw [hk, AddChar.map_add_eq_mul χ (-(j + k)) j, AddChar.map_neg_eq_conj]
    rw [hχ]
    ring
  funext i
  simp only [Matrix.mulVec, dotProduct, Pi.smul_apply, smul_eq_mul, Matrix.map_apply]
  rw [h1, ← Equiv.sum_comp (Equiv.subLeft i)
    (fun j => ((optimalCirculant A i j : ℝ) : ℂ) * χ j), Finset.sum_div, Finset.sum_mul]
  refine Finset.sum_congr rfl fun k _ => ?_
  simp only [Equiv.subLeft_apply, optimalCirculant, circulant_apply, sub_sub_cancel]
  rw [sub_eq_add_neg, AddChar.map_add_eq_mul]
  field_simp
```

## A lower spectral bound survives the average

Suppose $A$ is symmetric and all its eigenvalues are at least $l$. Then $A-l\,\mathbb 1$ has no negative eigenvalue, so $y^{\mathsf T}Ay\ge l\,y^{\mathsf T}y$ for every real $y$. Take an eigenvector $Cx=\mu x$ with $x\neq0$. Translates have the same norm as $x$, hence
$$\mu\,x^{\mathsf T}x=x^{\mathsf T}Cx=\frac1n\sum_k(T_kx)^{\mathsf T}A\,(T_kx)\ge\frac1n\sum_k l\,x^{\mathsf T}x=l\,x^{\mathsf T}x.$$
Dividing by $x^{\mathsf T}x>0$ gives $\mu\ge l$.

Eigenvalues appear in Lean as elements of `spectrum ℝ A`. The step `hshift` moves the spectrum by $l$, `hray` is the inequality for $y$, and `hsum` sums it over the translates. The eigenvector comes from the vanishing determinant of $\mu\,\mathbb 1-C$.

```lean
variable [DecidableEq G]

/-- A lower bound on the eigenvalues of a symmetric matrix `A` is also a lower bound on the
eigenvalues of its optimal circulant. -/
theorem spectrum_lower_bound {A : Matrix G G ℝ} (hA : A.IsSymm) {l : ℝ}
    (hl : ∀ μ ∈ spectrum ℝ A, l ≤ μ) : ∀ μ ∈ spectrum ℝ (optimalCirculant A), l ≤ μ := by
  -- `A - l` is positive semidefinite
  have hH : (A - l • (1 : Matrix G G ℝ)).IsHermitian := by
    rw [Matrix.IsHermitian, conjTranspose_eq_transpose_of_trivial, transpose_sub,
      transpose_smul, transpose_one, hA.eq]
  have hshift : ∀ e ∈ spectrum ℝ (A - l • (1 : Matrix G G ℝ)), 0 ≤ e := by
    intro e he
    have h : e + l ∈ spectrum ℝ A := by
      rw [spectrum.mem_iff] at he ⊢
      have h' : algebraMap ℝ (Matrix G G ℝ) (e + l) - A =
          algebraMap ℝ (Matrix G G ℝ) e - (A - l • (1 : Matrix G G ℝ)) := by
        simp only [Algebra.algebraMap_eq_smul_one]
        module
      rwa [h']
    linarith [hl _ h]
  have hP := hH.posSemidef_iff_eigenvalues_nonneg.mpr
    fun i => hshift _ (hH.eigenvalues_mem_spectrum_real i)
  have hray : ∀ x : G → ℝ, l * (x ⬝ᵥ x) ≤ x ⬝ᵥ A *ᵥ x := by
    intro x
    have h := hP.dotProduct_mulVec_nonneg x
    simp only [star_trivial, Matrix.sub_mulVec, Matrix.smul_mulVec, Matrix.one_mulVec,
      dotProduct_sub, dotProduct_smul, smul_eq_mul] at h
    linarith
  intro μ hμ
  -- an eigenvector of the circulant
  rw [spectrum.mem_iff, Matrix.isUnit_iff_isUnit_det, isUnit_iff_ne_zero, not_not] at hμ
  obtain ⟨x, hx, hx0⟩ := Matrix.exists_mulVec_eq_zero_iff.mpr hμ
  rw [Algebra.algebraMap_eq_smul_one, Matrix.sub_mulVec, Matrix.smul_mulVec,
    Matrix.one_mulVec, sub_eq_zero] at hx0
  have hq := quadForm_eq_average A x
  rw [← hx0, dotProduct_smul, smul_eq_mul] at hq
  have hn : (0 : ℝ) < Fintype.card G := Nat.cast_pos.mpr Fintype.card_pos
  have hpos : 0 < x ⬝ᵥ x := by
    obtain ⟨i, hi⟩ := Function.ne_iff.mp hx
    exact Finset.sum_pos' (fun j _ => mul_self_nonneg (x j))
      ⟨i, Finset.mem_univ i, mul_self_pos.mpr hi⟩
  -- translates have the same norm, so the bound survives the average
  have hsum : ∑ _k : G, l * (x ⬝ᵥ x) ≤
      ∑ k, (fun i => x (i + k)) ⬝ᵥ A *ᵥ (fun i => x (i + k)) := by
    refine Finset.sum_le_sum fun k _ => ?_
    have hk : (fun i => x (i + k)) ⬝ᵥ (fun i => x (i + k)) = x ⬝ᵥ x :=
      Equiv.sum_comp (Equiv.addRight k) (fun i => x i * x i)
    rw [← hk]
    exact hray _
  rw [Finset.sum_const, Finset.card_univ, nsmul_eq_mul] at hsum
  have hle : l * (x ⬝ᵥ x) ≤ μ * (x ⬝ᵥ x) := by
    rw [hq, le_div_iff₀ hn]
    linarith
  exact le_of_mul_le_mul_right hle hpos
```

## Strict minimality and the two-sided bound

The last theorem takes a symmetric $A$ with smallest eigenvalue $l$ and largest eigenvalue $L$, expressed by `IsLeast` and `IsGreatest`. It has three conclusions: every real circulant other than $C$ is strictly farther from $A$ in Frobenius norm, $C$ is symmetric, and every eigenvalue of $C$ lies in the closed interval $[l,L]$. Positive definiteness is not assumed.

For the first conclusion, a circulant $V\neq C$ differs from $C$ in some entry, so $\|C-V\|_F^2>0$, and the Pythagorean identity gives $\|A-V\|_F^2>\|A-C\|_F^2$. The second is the symmetry result above. For the third, the lower bound is already available. The upper bound follows by applying it to $-A$, whose eigenvalues are at least $-L$ and whose averaged circulant is $-C$ (`hneg`): thus $-\mu\ge-L$ for every eigenvalue $\mu$ of $C$.

These bounds concern $C$ alone. For positive definite $A$, the convergence of the preconditioned conjugate gradient method depends on the spectrum of $C^{-1}A$, and the theorem does not show that these eigenvalues are less spread out than those of $A$. For indefinite $A$ the nearest circulant can even be singular: on a ring of two sites, the diagonal matrix with entries $1$ and $-1$ gives $C=0$. Complex Hermitian matrices, such as Bloch Hamiltonians at a general crystal momentum, lie beyond its real symmetric hypothesis.

```lean
/-- For a real symmetric matrix `A` with smallest eigenvalue `l` and largest eigenvalue `L`,
the optimal circulant is strictly nearer to `A` in Frobenius norm than any other real circulant,
it is symmetric, and all its eigenvalues lie between `l` and `L`. -/
theorem optimalCirculant_nearest_and_bounded {A : Matrix G G ℝ} (hA : A.IsSymm) {l L : ℝ}
    (hl : IsLeast (spectrum ℝ A) l) (hL : IsGreatest (spectrum ℝ A) L) :
    (∀ v : G → ℝ, circulant v ≠ optimalCirculant A →
      frobSq (A - optimalCirculant A) < frobSq (A - circulant v)) ∧
    (optimalCirculant A).IsSymm ∧
    spectrum ℝ (optimalCirculant A) ⊆ Set.Icc l L := by
  refine ⟨fun v hv => ?_, optimalCirculant_isSymm hA, fun μ hμ => ⟨?_, ?_⟩⟩
  · -- two different circulants are a positive distance apart
    have hpos : 0 < frobSq (optimalCirculant A - circulant v) := by
      by_contra hneg
      apply hv
      ext i j
      by_contra hij
      have hij' : (optimalCirculant A - circulant v) i j ≠ 0 :=
        fun h => hij (sub_eq_zero.mp h).symm
      exact hneg (Finset.sum_pos' (fun a _ => Finset.sum_nonneg fun b _ => sq_nonneg _)
        ⟨i, Finset.mem_univ i, Finset.sum_pos' (fun b _ => sq_nonneg _)
          ⟨j, Finset.mem_univ j, by positivity⟩⟩)
    linarith [frobSq_pythagoras A v]
  · exact spectrum_lower_bound hA (fun ν hν => hl.2 hν) μ hμ
  · -- the upper bound is the lower bound for `-A`
    have hneg : optimalCirculant (-A) = -optimalCirculant A := by
      ext i j
      simp [optimalCirculant, wrappedMean, circulant_apply, neg_div]
    have hS : (-A).IsSymm := by
      rw [Matrix.IsSymm, transpose_neg, hA.eq]
    have h := spectrum_lower_bound hS (l := -L) (fun ν hν => by
      rw [← spectrum.neg_eq, Set.mem_neg] at hν
      linarith [hL.2 hν]) (-μ) (by
      rw [hneg, ← spectrum.neg_eq, Set.mem_neg, neg_neg]
      exact hμ)
    linarith

end

end OptimalCirculantPreconditioner
```

```lean
#print axioms OptimalCirculantPreconditioner.optimalCirculant_posDef
-- 'OptimalCirculantPreconditioner.optimalCirculant_posDef' depends on axioms: [propext, Classical.choice, Quot.sound]
#print axioms OptimalCirculantPreconditioner.optimalCirculant_planeWave
-- 'OptimalCirculantPreconditioner.optimalCirculant_planeWave' depends on axioms: [propext, Classical.choice, Quot.sound]
#print axioms OptimalCirculantPreconditioner.optimalCirculant_nearest_and_bounded
-- 'OptimalCirculantPreconditioner.optimalCirculant_nearest_and_bounded' depends on axioms: [propext, Classical.choice, Quot.sound]
```
